# The two-electron kinetic matrix in $r_1, r_2, r_{12}$ is singular exactly at collinear configurations

## Distances, cosines and the kinetic matrix

Put a fixed nucleus at the origin and two electrons at $x$ and $y$, with neither electron on the nucleus and $x \neq y$. Write
$$r_1 = \|x\|, \qquad r_2 = \|y\|, \qquad u = \|x-y\|,$$
where $u$ is the distance usually called $r_{12}$. The unit vectors are $\hat r_1 = x/r_1$, $\hat r_2 = y/r_2$ and $\hat r_{12} = (x-y)/u$, the last pointing from electron 2 to electron 1. Define
$$c_1 = \frac{r_1^2+u^2-r_2^2}{2r_1u}, \qquad c_2 = \frac{r_2^2+u^2-r_1^2}{2r_2u}, \qquad K = \begin{pmatrix} 1 & 0 & c_1\\ 0 & 1 & c_2\\ c_1 & c_2 & 2\end{pmatrix}.$$
By the law of cosines, $c_1$ and $c_2$ are the cosines of the angles at electron 1 and electron 2 in the triangle formed by the nucleus and the two electrons. The formulas for $c_1$, $c_2$ and $K$ also make sense for positive lengths that form no triangle.

## Electron gradients as a quadratic form

Let $\psi(r_1,r_2,u)$ be a real, differentiable function of the three distances, with partial derivatives $a = \partial\psi/\partial r_1$, $b = \partial\psi/\partial r_2$ and $c = \partial\psi/\partial u$. The chain rule gives
$$\nabla_1\psi = a\,\hat r_1 + c\,\hat r_{12}, \qquad \nabla_2\psi = b\,\hat r_2 - c\,\hat r_{12}.$$
Expanding $u^2 = \|x-y\|^2$ gives $x\cdot y = (r_1^2+r_2^2-u^2)/2$, so
$$x\cdot(x-y) = \tfrac12(r_1^2+u^2-r_2^2), \qquad y\cdot(x-y) = -\tfrac12(r_2^2+u^2-r_1^2).$$
Hence $\hat r_1\cdot\hat r_{12} = c_1$ and $\hat r_2\cdot\hat r_{12} = -c_2$, and
$$\|\nabla_1\psi\|^2+\|\nabla_2\psi\|^2 = a^2+b^2+2c^2+2c_1ac+2c_2bc = (a,b,c)\,K\,(a,b,c)^T.$$

In atomic units, half of this is the integrand, over the positions of both electrons, of the kinetic energy of a two-electron atom with a fixed nucleus, for a normalised real wave function that depends on the three distances alone, as in Hylleraas-type expansions.

## What the theorems say

In Lean, `cosAt r s u` is the cosine expression for the angle between sides `r` and `u`, with `s` the third side. Thus $c_1$ is `cosAt r1 r2 u` and $c_2$ is `cosAt r2 r1 u`. The matrix $K$ is `kineticMatrix r1 r2 u`, a real matrix indexed by `Fin 3`, so a vector has components $v_0, v_1, v_2$, belonging to $r_1$, $r_2$ and $u$ in that order.

The main theorem, `kinetic_metric_degeneracy`, takes three positive real numbers and the three triangle inequalities. It concludes that $K$ is positive semidefinite, which in Mathlib means symmetric with a nonnegative quadratic form, and that $\det K = 0$ if and only if
$$u = r_1+r_2 \quad\text{or}\quad r_2 = r_1+u \quad\text{or}\quad r_1 = r_2+u.$$
These equalities place the nucleus, electron 1 or electron 2, respectively, between the other two particles.

Two further theorems complete the description. `triangle_of_posSemidef` is a converse: for positive lengths, semidefiniteness of $K$ implies all three triangle inequalities. `null_vector_iff` describes the whole null space whenever the determinant vanishes.

The link to particle positions is `gradient_sq_eq_kinetic_form`. It holds in any real inner product space, for nonzero $x$ and $y$ with $x\neq y$, and for arbitrary real coefficients $a,b,c$. It concerns the two vectors displayed above; their identification with gradients of $\psi$ is the chain-rule step done by hand.

The statements are pointwise and involve no integration, potential or nuclear motion. Their physical reading excludes the coalescence points, where a distance vanishes. The theorem `null_vector_iff` carries no positivity hypothesis, but its two cosine expressions have their geometric meaning only for positive lengths that obey the triangle inequalities.

## Completing the squares

For $v = (v_0,v_1,v_2)$, matrix multiplication gives
$$Kv = (v_0+c_1v_2,\; v_1+c_2v_2,\; c_1v_0+c_2v_1+2v_2).$$
Taking the product with $v$ and completing the squares in $v_0$ and $v_1$ yields
$$v^TKv = (v_0+c_1v_2)^2+(v_1+c_2v_2)^2+(2-c_1^2-c_2^2)\,v_2^2.$$
Expansion of the determinant along the first row gives $\det K = (2-c_2^2)-c_1^2$, the same coefficient that multiplies $v_2^2$. The sign of the determinant therefore decides semidefiniteness.

## The determinant and the area of the triangle

Let
$$H = (r_1+r_2+u)(r_1+r_2-u)(r_1+u-r_2)(r_2+u-r_1).$$
This is Heron's expression, equal to 16 times the squared area when the lengths form a triangle. Two differences of squares give
$$1-c_1^2 = \frac{(2r_1u)^2-(r_1^2+u^2-r_2^2)^2}{4r_1^2u^2} = \frac{\big((r_1+u)^2-r_2^2\big)\big(r_2^2-(r_1-u)^2\big)}{4r_1^2u^2} = \frac{H}{4r_1^2u^2}.$$
Exchanging $r_1$ and $r_2$ gives $1-c_2^2 = H/(4r_2^2u^2)$. Adding the two,
$$\det K = \frac{H\,(r_1^2+r_2^2)}{4r_1^2r_2^2u^2}.$$

Under the triangle inequalities every factor of $H$ is nonnegative, so $\det K\ge 0$ and $v^TKv\ge 0$ for all $v$. Since the lengths are positive, $\det K = 0$ is equivalent to $H=0$. The perimeter is positive, so $H=0$ means that one of the other three factors vanishes, which is one of the three equalities.

## Semidefiniteness forces a triangle

Suppose now that the lengths are positive and $K$ is positive semidefinite. The vector $(-c_1,-c_2,1)$ makes both squares vanish, and the form there equals $\det K$. (For the normalised vector the value is $\det K/(1+c_1^2+c_2^2)$.) Hence $\det K\ge 0$, and therefore $H\ge 0$.

If a triangle inequality failed, one of the last three factors of $H$ would be negative. The other two would be positive, because any two of these factors add up to twice one of the lengths; for example,
$$(r_1+r_2-u)+(r_1+u-r_2) = 2r_1 > 0.$$
Then $H$ would be negative, a contradiction.

## The lost direction at collinear configurations

Let $\det K=0$. If $Kv=0$, the first two components give $v_0=-c_1v_2$ and $v_1=-c_2v_2$. Conversely, these two relations turn the third component into $(2-c_1^2-c_2^2)v_2$, which is zero. The null space is thus the line through $(-c_1,-c_2,1)$. Since $c_1^2+c_2^2=2$, a unit null vector is $(-c_1,-c_2,1)/\sqrt3$.

For positive lengths, substitution into the cosines gives the three cases:

| Configuration | $(c_1,c_2)$ | Unit null vector |
|---|---|---|
| $u=r_1+r_2$ | $(1,1)$ | $(-1,-1,1)/\sqrt3$ |
| $r_2=r_1+u$ | $(-1,1)$ | $(1,-1,1)/\sqrt3$ |
| $r_1=r_2+u$ | $(1,-1)$ | $(-1,1,1)/\sqrt3$ |

If the derivatives $(a,b,c)$ of $\psi$ point along this direction, both electron gradients vanish at that configuration although $\psi$ has nonzero partial derivatives in the distances. At a collinear configuration $K$ has no inverse, so a formula containing $K^{-1}$ cannot be evaluated there as it stands.

## Starting from positions instead of lengths

The matrix could have been defined from the positions, with entries $\hat r_1\cdot\hat r_{12}$ and $-\hat r_2\cdot\hat r_{12}$ in place of the cosine formulas. Semidefiniteness would then follow at once from the sum of two squared lengths, the triangle inequalities would hold automatically, and singularity would read as linear dependence of $x$ and $y$. The converse would lose its content, since positions never produce lengths that violate a triangle inequality. Taking three real numbers as the data lets the matrix itself detect whether they form a triangle.

## The Lean file

```lean
import Mathlib

open Matrix
open scoped InnerProductSpace

namespace KineticMetricDegeneracy

noncomputable section

/-- The law-of-cosines expression for the cosine of the angle between the sides `r` and `u`
of a triangle whose third side is `s`. -/
def cosAt (r s u : ℝ) : ℝ := (r ^ 2 + u ^ 2 - s ^ 2) / (2 * r * u)

/-- The kinetic matrix of two electrons in the coordinates `r1`, `r2` (distances from the
nucleus) and `u` (distance between the electrons). -/
def kineticMatrix (r1 r2 u : ℝ) : Matrix (Fin 3) (Fin 3) ℝ :=
  !![1, 0, cosAt r1 r2 u; 0, 1, cosAt r2 r1 u; cosAt r1 r2 u, cosAt r2 r1 u, 2]

/-- The product of the perimeter and the three triangle defects. -/
def heronProduct (r1 r2 u : ℝ) : ℝ :=
  (r1 + r2 + u) * (r1 + r2 - u) * (r1 + u - r2) * (r2 + u - r1)

/-- The action of the kinetic matrix on a vector of partial derivatives. -/
theorem kineticMatrix_mulVec (r1 r2 u : ℝ) (v : Fin 3 → ℝ) :
    kineticMatrix r1 r2 u *ᵥ v =
      ![v 0 + cosAt r1 r2 u * v 2, v 1 + cosAt r2 r1 u * v 2,
        cosAt r1 r2 u * v 0 + cosAt r2 r1 u * v 1 + 2 * v 2] := by
  ext i
  fin_cases i <;> simp [kineticMatrix, Matrix.mulVec, dotProduct, Fin.sum_univ_three]

/-- The kinetic quadratic form is a sum of two squares and a multiple of the squared
derivative along the interelectronic distance. -/
theorem kinetic_form (r1 r2 u : ℝ) (v : Fin 3 → ℝ) :
    v ⬝ᵥ (kineticMatrix r1 r2 u *ᵥ v) =
      (v 0 + cosAt r1 r2 u * v 2) ^ 2 + (v 1 + cosAt r2 r1 u * v 2) ^ 2
        + (2 - cosAt r1 r2 u ^ 2 - cosAt r2 r1 u ^ 2) * v 2 ^ 2 := by
  rw [kineticMatrix_mulVec]
  simp [dotProduct, Fin.sum_univ_three]
  ring

/-- For electrons at `x` and `y`, the vectors `a r̂1 + c r̂12` and `b r̂2 - c r̂12` have total
squared length equal to the kinetic quadratic form at `(a, b, c)`. -/
theorem gradient_sq_eq_kinetic_form {E : Type*} [NormedAddCommGroup E]
    [InnerProductSpace ℝ E] (x y : E) (hx : x ≠ 0) (hy : y ≠ 0) (hxy : x ≠ y) (a b c : ℝ) :
    ‖(a / ‖x‖) • x + (c / ‖x - y‖) • (x - y)‖ ^ 2
      + ‖(b / ‖y‖) • y - (c / ‖x - y‖) • (x - y)‖ ^ 2 =
    ![a, b, c] ⬝ᵥ (kineticMatrix ‖x‖ ‖y‖ ‖x - y‖ *ᵥ ![a, b, c]) := by
  have hz : x - y ≠ 0 := sub_ne_zero.mpr hxy
  have nx : ‖x‖ ≠ 0 := norm_ne_zero_iff.mpr hx
  have ny : ‖y‖ ≠ 0 := norm_ne_zero_iff.mpr hy
  have nz : ‖x - y‖ ≠ 0 := norm_ne_zero_iff.mpr hz
  have hn : ∀ (t : ℝ) (z : E), z ≠ 0 → ‖(t / ‖z‖) • z‖ ^ 2 = t ^ 2 := by
    intro t z h
    have h' : ‖z‖ ≠ 0 := norm_ne_zero_iff.mpr h
    rw [norm_smul, mul_pow, Real.norm_eq_abs, sq_abs]
    field_simp
  -- the law of cosines at each electron
  have h1 : ⟪x, x - y⟫_ℝ = (‖x‖ ^ 2 + ‖x - y‖ ^ 2 - ‖y‖ ^ 2) / 2 := by
    have h := norm_sub_sq_real x y
    rw [inner_sub_right, real_inner_self_eq_norm_sq]
    linarith
  have h2 : ⟪y, x - y⟫_ℝ = -(‖y‖ ^ 2 + ‖x - y‖ ^ 2 - ‖x‖ ^ 2) / 2 := by
    have h := norm_sub_sq_real x y
    have hc := real_inner_comm x y
    rw [inner_sub_right, real_inner_self_eq_norm_sq]
    linarith
  rw [norm_add_sq_real, norm_sub_sq_real, hn a x hx, hn b y hy, hn c (x - y) hz, kinetic_form]
  simp only [real_inner_smul_left, real_inner_smul_right, h1, h2]
  change _ = (a + cosAt ‖x‖ ‖y‖ ‖x - y‖ * c) ^ 2 + (b + cosAt ‖y‖ ‖x‖ ‖x - y‖ * c) ^ 2
    + (2 - cosAt ‖x‖ ‖y‖ ‖x - y‖ ^ 2 - cosAt ‖y‖ ‖x‖ ‖x - y‖ ^ 2) * c ^ 2
  unfold cosAt
  field_simp
  ring

/-- The determinant of the kinetic matrix is two minus the squares of the two cosines. -/
theorem det_eq_cos (r1 r2 u : ℝ) :
    (kineticMatrix r1 r2 u).det = 2 - cosAt r1 r2 u ^ 2 - cosAt r2 r1 u ^ 2 := by
  simp [kineticMatrix, Matrix.det_fin_three]
  ring

/-- The determinant of the kinetic matrix in terms of the three distances. -/
theorem det_eq_heron {r1 r2 u : ℝ} (h1 : 0 < r1) (h2 : 0 < r2) (hu : 0 < u) :
    (kineticMatrix r1 r2 u).det =
      heronProduct r1 r2 u * (r1 ^ 2 + r2 ^ 2) / (4 * r1 ^ 2 * r2 ^ 2 * u ^ 2) := by
  rw [det_eq_cos]
  unfold cosAt heronProduct
  field_simp
  ring

/-- For positive distances obeying the triangle inequalities the kinetic matrix is positive
semidefinite, and it is singular exactly when some triangle inequality is an equality. -/
theorem kinetic_metric_degeneracy {r1 r2 u : ℝ} (h1 : 0 < r1) (h2 : 0 < r2) (hu : 0 < u)
    (tu : u ≤ r1 + r2) (t2 : r2 ≤ r1 + u) (t1 : r1 ≤ r2 + u) :
    (kineticMatrix r1 r2 u).PosSemidef ∧
      ((kineticMatrix r1 r2 u).det = 0 ↔ u = r1 + r2 ∨ r2 = r1 + u ∨ r1 = r2 + u) := by
  constructor
  · have hH : 0 ≤ heronProduct r1 r2 u :=
      mul_nonneg (mul_nonneg (mul_nonneg (by linarith) (by linarith)) (by linarith))
        (by linarith)
    have hd : 0 ≤ (kineticMatrix r1 r2 u).det := by
      rw [det_eq_heron h1 h2 hu]
      positivity
    rw [det_eq_cos] at hd
    refine Matrix.PosSemidef.of_dotProduct_mulVec_nonneg ?_ ?_
    · apply Matrix.IsHermitian.ext
      intro i j
      fin_cases i <;> fin_cases j <;> simp [kineticMatrix]
    · intro v
      rw [star_trivial, kinetic_form]
      have h3 := mul_nonneg hd (sq_nonneg (v 2))
      linarith [sq_nonneg (v 0 + cosAt r1 r2 u * v 2), sq_nonneg (v 1 + cosAt r2 r1 u * v 2)]
  · rw [det_eq_heron h1 h2 hu]
    have hs : r1 ^ 2 + r2 ^ 2 ≠ 0 := by positivity
    have hq : 4 * r1 ^ 2 * r2 ^ 2 * u ^ 2 ≠ 0 := by positivity
    constructor
    · intro h
      have hH : heronProduct r1 r2 u = 0 :=
        (mul_eq_zero.mp ((div_eq_zero_iff.mp h).resolve_right hq)).resolve_right hs
      unfold heronProduct at hH
      -- the perimeter is positive, so one of the three defects vanishes
      rcases mul_eq_zero.mp hH with h | h
      · rcases mul_eq_zero.mp h with h | h
        · rcases mul_eq_zero.mp h with h | h
          · linarith
          · left; linarith
        · right; left; linarith
      · right; right; linarith
    · intro h
      have hH : heronProduct r1 r2 u = 0 := by
        unfold heronProduct
        rcases h with h | h | h <;> rw [h] <;> ring
      rw [hH, zero_mul, zero_div]

/-- Conversely, if the kinetic matrix of three positive lengths is positive semidefinite, then
the lengths obey the triangle inequalities. -/
theorem triangle_of_posSemidef {r1 r2 u : ℝ} (h1 : 0 < r1) (h2 : 0 < r2) (hu : 0 < u)
    (h : (kineticMatrix r1 r2 u).PosSemidef) :
    u ≤ r1 + r2 ∧ r2 ≤ r1 + u ∧ r1 ≤ r2 + u := by
  -- test the form on the vector that annihilates both squares
  have hd : 0 ≤ (kineticMatrix r1 r2 u).det := by
    have hv := h.dotProduct_mulVec_nonneg ![-cosAt r1 r2 u, -cosAt r2 r1 u, 1]
    rw [star_trivial, kinetic_form] at hv
    rw [det_eq_cos]
    simpa using hv
  have hH : 0 ≤ heronProduct r1 r2 u := by
    by_contra hneg
    have hlt := div_neg_of_neg_of_pos
      (mul_neg_of_neg_of_pos (not_le.mp hneg) (by positivity : 0 < r1 ^ 2 + r2 ^ 2))
      (by positivity : 0 < 4 * r1 ^ 2 * r2 ^ 2 * u ^ 2)
    rw [← det_eq_heron h1 h2 hu] at hlt
    linarith
  unfold heronProduct at hH
  have hp : 0 < r1 + r2 + u := by positivity
  -- a violated inequality makes exactly one factor negative
  refine ⟨?_, ?_, ?_⟩ <;> by_contra hc <;> rw [not_le] at hc
  · have hm := mul_neg_of_pos_of_neg (mul_pos (mul_pos hp
      (by linarith : 0 < r1 + u - r2)) (by linarith : 0 < r2 + u - r1))
      (by linarith : r1 + r2 - u < 0)
    linarith
  · have hm := mul_neg_of_pos_of_neg (mul_pos (mul_pos hp
      (by linarith : 0 < r1 + r2 - u)) (by linarith : 0 < r2 + u - r1))
      (by linarith : r1 + u - r2 < 0)
    linarith
  · have hm := mul_neg_of_pos_of_neg (mul_pos (mul_pos hp
      (by linarith : 0 < r1 + r2 - u)) (by linarith : 0 < r1 + u - r2))
      (by linarith : r2 + u - r1 < 0)
    linarith

/-- When the kinetic matrix is singular, its null vectors are exactly the multiples of
`(-c1, -c2, 1)`, with `c1` and `c2` the two cosines. -/
theorem null_vector_iff {r1 r2 u : ℝ} (hdet : (kineticMatrix r1 r2 u).det = 0)
    (v : Fin 3 → ℝ) :
    kineticMatrix r1 r2 u *ᵥ v = 0 ↔
      v 0 = -cosAt r1 r2 u * v 2 ∧ v 1 = -cosAt r2 r1 u * v 2 := by
  rw [det_eq_cos] at hdet
  rw [kineticMatrix_mulVec]
  constructor
  · intro h
    have e0 : v 0 + cosAt r1 r2 u * v 2 = 0 := congrFun h 0
    have e1 : v 1 + cosAt r2 r1 u * v 2 = 0 := congrFun h 1
    exact ⟨by linarith, by linarith⟩
  · rintro ⟨e0, e1⟩
    ext i
    fin_cases i
    · change v 0 + cosAt r1 r2 u * v 2 = 0
      linarith
    · change v 1 + cosAt r2 r1 u * v 2 = 0
      linarith
    · change cosAt r1 r2 u * v 0 + cosAt r2 r1 u * v 1 + 2 * v 2 = 0
      linear_combination cosAt r1 r2 u * e0 + cosAt r2 r1 u * e1 + v 2 * hdet

end

end KineticMetricDegeneracy
```

```lean
#print axioms KineticMetricDegeneracy.gradient_sq_eq_kinetic_form
#print axioms KineticMetricDegeneracy.kinetic_metric_degeneracy
#print axioms KineticMetricDegeneracy.triangle_of_posSemidef
#print axioms KineticMetricDegeneracy.null_vector_iff
```

```
'KineticMetricDegeneracy.gradient_sq_eq_kinetic_form' depends on axioms: [propext, Classical.choice, Quot.sound]
'KineticMetricDegeneracy.kinetic_metric_degeneracy' depends on axioms: [propext, Classical.choice, Quot.sound]
'KineticMetricDegeneracy.triangle_of_posSemidef' depends on axioms: [propext, Classical.choice, Quot.sound]
'KineticMetricDegeneracy.null_vector_iff' depends on axioms: [propext, Classical.choice, Quot.sound]
```

## How the proofs follow the derivation

**The quadratic form.** `kineticMatrix_mulVec` computes $Kv$ one component at a time. `kinetic_form` inserts that result, and `ring` confirms the completed squares. No positivity is needed for either identity.

**The link to positions.** In `gradient_sq_eq_kinetic_form`, the auxiliary statement `hn` says that a unit vector scaled by $t$ has squared length $t^2$. The statements `h1` and `h2` are the two inner products $x\cdot(x-y)$ and $y\cdot(x-y)$ found above. The proof expands the squared norms of the sum and the difference, inserts these values, and clears the nonzero denominators with `field_simp`; `ring` then closes the polynomial identity.

**The determinant.** `det_eq_cos` expands the $3\times3$ determinant. `det_eq_heron` checks the factorisation in a single step: after the denominators are cleared, both sides are polynomials in the three lengths. The separate formulas for $1-c_1^2$ and $1-c_2^2$ are the route by hand to the same identity.

**The main theorem.** The first half of `kinetic_metric_degeneracy` shows $H\ge0$ as a product of nonnegative factors and transfers the sign to the determinant. It then verifies symmetry entry by entry and adds the three nonnegative terms of `kinetic_form`. The second half removes the nonzero factors from $\det K=0$ and splits $H=0$ into its four factors. The perimeter case contradicts positivity, and the other three give the equalities. In the reverse direction, each equality is substituted into $H$, which then vanishes.

**The converse.** `triangle_of_posSemidef` evaluates the form at `![-cosAt r1 r2 u, -cosAt r2 r1 u, 1]` to get a nonnegative determinant, and derives $H\ge0$ by contradiction. Each of the three final cases assumes one violated inequality, lets `linarith` find the signs of the remaining factors, and reaches a negative product.

**The null space.** `null_vector_iff` reads the two relations from components 0 and 1 of $Kv=0$. For the other direction, the `linear_combination` line expresses component 2 as $c_1$ times the first relation plus $c_2$ times the second plus $v_2$ times the determinant equation.
